# The quadrature (c* U + c U⁻¹)/2 of a unitary U is symmetric

For a unitary U on a complex inner product space and any complex number c, the quadrature is the operator Q = (c* U + c U⁻¹)/2. The theorem says that Q is symmetric: ⟨Qx, y⟩ = ⟨x, Qy⟩ for all vectors x and y, which need not be normalised. The space may have any dimension and need not be complete, and c need not have modulus one. The attempt first shows that U and U⁻¹ change places when moved across the inner product, and that 1/2 is its own complex conjugate. It then expands both sides and leaves the remaining algebra to `ring`.

As first written in Lean, the proof fails:

```lean
import Mathlib

open scoped InnerProductSpace ComplexConjugate

namespace AnticommutingDisplacements

noncomputable section

variable {E : Type*} [NormedAddCommGroup E] [InnerProductSpace ℂ E]

/-- The quadrature `(c* U + c U⁻¹) / 2` of a unitary `U`, applied to a vector. -/
def quadrature (c : ℂ) (U : E ≃ₗᵢ[ℂ] E) (x : E) : E :=
  (1 / 2 : ℂ) • (conj c • U x + c • U.symm x)

/-- Every quadrature is a symmetric operator. -/
theorem quadrature_symmetric (c : ℂ) (U : E ≃ₗᵢ[ℂ] E) (x y : E) :
    ⟪quadrature c U x, y⟫_ℂ = ⟪x, quadrature c U y⟫_ℂ := by
  have h1 : ⟪x, U.symm y⟫_ℂ = ⟪U x, y⟫_ℂ := by
    have h := U.inner_map_map x (U.symm y)
    rw [U.apply_symm_apply] at h
    exact h.symm
  have h2 : ⟪U.symm x, y⟫_ℂ = ⟪x, U y⟫_ℂ := by
    have h := U.inner_map_map (U.symm x) y
    rw [U.apply_symm_apply] at h
    exact h.symm
  have h3 : conj (1 / 2 : ℂ) = 1 / 2 := by simp
  simp only [quadrature, inner_smul_left, inner_smul_right, inner_add_left, inner_add_right,
    h1, h2, h3, Complex.conj_conj]
  ring

end

end AnticommutingDisplacements
```

The error:

```
Main.lean:26:40: error: unsolved goals
E : Type u_1
inst✝¹ : NormedAddCommGroup E
inst✝ : InnerProductSpace ℂ E
c : ℂ
U : E ≃ₗᵢ[ℂ] E
x y : E
h1 : ⟪x, U.symm y⟫_ℂ = ⟪U x, y⟫_ℂ
h2 : ⟪U.symm x, y⟫_ℂ = ⟪x, U y⟫_ℂ
⊢ (starRingEnd ℂ) 2 = 2
```

The one error is in `h3`, the claim that the complex number 1/2 equals its own conjugate. There `simp` reduced the claim about 1/2 to one about 2, and stopped at `(starRingEnd ℂ) 2 = 2`, where `starRingEnd ℂ` is complex conjugation. That goal is true, but `simp` did not close it, and as no tactic followed, Lean reported it as unsolved.

The repair uses the fact that 1/2 is real. `Complex.conj_ofReal` says that a real number, regarded as a complex one, is unchanged by conjugation. Applied to `1 / 2`, it gives a statement about the real number 1/2 cast into ℂ, whereas `h3` speaks of 1/2 written directly in ℂ. `push_cast` moves the cast inward and turns the one form into the other, after which `exact h` closes the goal. The rest of the proof is unchanged.

After these edits no error is left:

```diff
@@ -24,5 +24,8 @@
     rw [U.apply_symm_apply] at h
     exact h.symm
-  have h3 : conj (1 / 2 : ℂ) = 1 / 2 := by simp
+  have h3 : conj (1 / 2 : ℂ) = 1 / 2 := by
+    have h := Complex.conj_ofReal (1 / 2)
+    push_cast at h
+    exact h
   simp only [quadrature, inner_smul_left, inner_smul_right, inner_add_left, inner_add_right,
     h1, h2, h3, Complex.conj_conj]
```
